# Mass-independent force constants from a symmetric Hessian that vanishes on the kernel of a full-row-rank B matrix

Let $B$ be a real matrix whose rows, indexed by $i$, belong to internal coordinates and whose columns, indexed by $j$, belong to Cartesian coordinates. To first order, a small Cartesian displacement $x$ changes the internal coordinates by $Bx$. Let $H$ be the Cartesian Hessian of the potential energy at the same geometry. In Lean the index sets are the finite types `m` (internal) and `n` (Cartesian).

```lean
import Mathlib

open Matrix

namespace WilsonHessian

noncomputable section

variable {m n : Type*} [Fintype m] [Fintype n] [DecidableEq m] [DecidableEq n]
```

Each Cartesian coordinate $j$ carries a mass $\mu_j$; for a molecule in space, the mass of each atom appears three times. With $M=\mathrm{diag}(\mu_j)$, the Wilson G matrix is $G=BM^{-1}B^T$.

```lean
/-- The Wilson G matrix `B M⁻¹ Bᵀ` for Cartesian masses `μ`. -/
def wilsonG (μ : n → ℝ) (B : Matrix m n ℝ) : Matrix m m ℝ :=
  B * diagonal (fun j => (μ j)⁻¹) * Bᵀ
```

To go back from internal to Cartesian displacements one needs a right inverse of $B$, a matrix $A$ with $BA=1$. The mass-weighted candidate is $M^{-1}B^TG^{-1}$.

```lean
/-- The mass-weighted inverse `M⁻¹ Bᵀ G⁻¹` of the Wilson B matrix. -/
def massInverse (μ : n → ℝ) (B : Matrix m n ℝ) : Matrix n m ℝ :=
  diagonal (fun j => (μ j)⁻¹) * Bᵀ * (wilsonG μ B)⁻¹
```

The internal force constants computed with $A$ are $A^THA$.

```lean
/-- The Hessian `Aᵀ H A` in internal coordinates, where `A` turns internal displacements
into Cartesian ones. -/
def forceConstants (A : Matrix n m ℝ) (H : Matrix n n ℝ) : Matrix m m ℝ :=
  Aᵀ * H * A
```

Three hypotheses recur:

- `hB`: the rows of $B$ are linearly independent, so the internal coordinates are not redundant.
- `hs`: $H$ is symmetric.
- `hker`: $Bx=0$ implies $Hx=0$. For a complete set of internal coordinates of an isolated molecule, the kernel of $B$ consists of translations and infinitesimal rotations, and the Hessian at a stationary point annihilates these. The condition is assumed here, not derived from a potential.

## (a) Positive masses make G nonsingular

Show that $\det G\neq0$ if all masses are positive and the rows of $B$ are independent.

Suppose $\det G=0$. Then $Gv=0$ for some $v\neq0$, and

$$0=v^TGv=\sum_j \frac{1}{\mu_j}\Big(\sum_i v_iB_{ij}\Big)^2 .$$

No term is negative, so each one vanishes. Since $1/\mu_j\neq0$, we get $\sum_i v_iB_{ij}=0$ for every $j$. This is a vanishing linear combination of the rows, so $v=0$, a contradiction.

In the proof, `hq` is the sum of squares and `hvB` is the statement $v^TB=0$.

```lean
/-- For positive masses and independent internal coordinates the Wilson G matrix is
nonsingular. -/
theorem wilsonG_det_ne_zero (μ : n → ℝ) (hμ : ∀ j, 0 < μ j) (B : Matrix m n ℝ)
    (hB : LinearIndependent ℝ (fun i => B i)) : (wilsonG μ B).det ≠ 0 := by
  intro hdet
  obtain ⟨v, hv, hGv⟩ := Matrix.exists_mulVec_eq_zero_iff.mpr hdet
  -- the quadratic form of G is a sum of squares weighted by inverse masses
  have hq : v ⬝ᵥ (wilsonG μ B *ᵥ v) = ∑ j, (μ j)⁻¹ * (v ᵥ* B) j ^ 2 := by
    unfold wilsonG
    rw [← Matrix.mulVec_mulVec, ← Matrix.mulVec_mulVec, Matrix.dotProduct_mulVec,
      Matrix.mulVec_transpose]
    unfold dotProduct
    refine Finset.sum_congr rfl fun j _ => ?_
    rw [Matrix.mulVec_diagonal]
    ring
  rw [hGv, dotProduct_zero] at hq
  have hnn : ∀ j ∈ Finset.univ, 0 ≤ (μ j)⁻¹ * (v ᵥ* B) j ^ 2 := fun j _ =>
    mul_nonneg (inv_nonneg.mpr (hμ j).le) (sq_nonneg _)
  have hz := (Finset.sum_eq_zero_iff_of_nonneg hnn).mp hq.symm
  have hvB : ∀ j, (v ᵥ* B) j = 0 := by
    intro j
    rcases mul_eq_zero.mp (hz j (Finset.mem_univ j)) with h | h
    · exact absurd h (inv_ne_zero (hμ j).ne')
    · exact pow_eq_zero_iff (two_ne_zero) |>.mp h
  -- independence of the rows forces v = 0
  apply hv
  funext i
  refine Fintype.linearIndependent_iff.mp hB v ?_ i
  funext j
  have h := hvB j
  simp only [Matrix.vecMul, dotProduct] at h
  simpa [Finset.sum_apply] using h
```

## (b) The mass-weighted inverse is a right inverse

Show that $B\,(M^{-1}B^TG^{-1})=1$ under the same assumptions.

Regrouping the product gives $(BM^{-1}B^T)G^{-1}=GG^{-1}$, which is $1$ because $G$ is nonsingular by (a).

```lean
/-- For positive masses and independent internal coordinates the mass-weighted inverse is
a right inverse of the Wilson B matrix. -/
theorem mul_massInverse (μ : n → ℝ) (hμ : ∀ j, 0 < μ j) (B : Matrix m n ℝ)
    (hB : LinearIndependent ℝ (fun i => B i)) : B * massInverse μ B = 1 := by
  have h : B * massInverse μ B = wilsonG μ B * (wilsonG μ B)⁻¹ := by
    simp only [massInverse, wilsonG, Matrix.mul_assoc]
  rw [h]
  exact Matrix.mul_nonsing_inv _ (isUnit_iff_ne_zero.mpr (wilsonG_det_ne_zero μ hμ B hB))
```

## (c) The Hessian ignores what AB discards

Let $BA=1$ and let $H$ vanish on the kernel of $B$. Show that $HAB=H$.

First, $B(AB-1)=(BA)B-B=0$. Every column of $AB-1$ therefore lies in the kernel of $B$ and is annihilated by $H$. Hence $H(AB-1)=0$, which is the claim. Symmetry of $H$ is not used.

The step `key` carries out the column argument for any matrix $P$ with $BP=0$.

```lean
/-- A Hessian that vanishes on displacements leaving all internal coordinates fixed is unchanged
when displacements are first passed through `A B`, for any right inverse `A` of `B`. -/
theorem hessian_mul_projector (B : Matrix m n ℝ) (A : Matrix n m ℝ) (H : Matrix n n ℝ)
    (hA : B * A = 1) (hker : ∀ x, B *ᵥ x = 0 → H *ᵥ x = 0) : H * (A * B) = H := by
  have hz : B * (A * B - 1) = 0 := by
    rw [Matrix.mul_sub, ← Matrix.mul_assoc, hA, Matrix.one_mul, Matrix.mul_one, sub_self]
  -- H annihilates every matrix whose columns lie in the kernel of B
  have key : ∀ P : Matrix n n ℝ, B * P = 0 → H * P = 0 := by
    intro P hP
    ext i j
    have hc : B *ᵥ (fun k => P k j) = 0 := by
      funext l
      have h := congrFun (congrFun hP l) j
      simpa [Matrix.mul_apply, Matrix.mulVec, dotProduct] using h
    have h := congrFun (hker _ hc) i
    simpa [Matrix.mul_apply, Matrix.mulVec, dotProduct] using h
  have hH := key _ hz
  rw [Matrix.mul_sub, Matrix.mul_one] at hH
  exact sub_eq_zero.mp hH
```

## (d) The force constants rebuild the Cartesian Hessian

Let $H$ also be symmetric. Show that $B^T(A^THA)B=H$.

Apply (c) twice, with a transposition in between:

$$B^TA^THAB=(AB)^T(HAB)=(AB)^TH=(HAB)^T=H^T=H .$$

The third equality uses $H^T=H$. The `calc` block follows the same chain.

```lean
/-- For a symmetric Cartesian Hessian vanishing on the kernel of `B`, the internal force constants
obtained with any right inverse of `B` reproduce that Hessian. -/
theorem hessian_reconstruction (B : Matrix m n ℝ) (A : Matrix n m ℝ) (H : Matrix n n ℝ)
    (hA : B * A = 1) (hs : H.IsSymm) (hker : ∀ x, B *ᵥ x = 0 → H *ᵥ x = 0) :
    Bᵀ * forceConstants A H * B = H := by
  have hp := hessian_mul_projector B A H hA hker
  calc Bᵀ * forceConstants A H * B = (A * B)ᵀ * (H * (A * B)) := by
        simp only [forceConstants, Matrix.transpose_mul, Matrix.mul_assoc]
    _ = (A * B)ᵀ * H := by rw [hp]
    _ = (H * (A * B))ᵀ := by rw [Matrix.transpose_mul H, hs.eq]
    _ = H := by rw [hp, hs.eq]
```

## (e) Every right inverse recovers a given F

Let $F$ be any square matrix over the internal coordinates, and let $BA=1$. Show that $A^T(B^TFB)A=F$.

The left side is $(BA)^TF(BA)=F$. Consequently, if $B^TFB=H$, then $F$ must equal $A^THA$: the factorization alone determines $F$ once a right inverse exists.

```lean
omit [DecidableEq n] in
/-- If internal force constants `F` generate the Cartesian Hessian, every right inverse of
`B` recovers `F` from it. -/
theorem forceConstants_of_factorization (B : Matrix m n ℝ) (A : Matrix n m ℝ)
    (F : Matrix m m ℝ) (hA : B * A = 1) : forceConstants A (Bᵀ * F * B) = F := by
  calc forceConstants A (Bᵀ * F * B) = (B * A)ᵀ * F * (B * A) := by
        simp only [forceConstants, Matrix.transpose_mul, Matrix.mul_assoc]
    _ = F := by rw [hA, Matrix.transpose_one, Matrix.one_mul, Matrix.mul_one]
```

## (f) One symmetric F for all right inverses

Let $B$ have independent rows, and let $H$ be symmetric and vanish on the kernel of $B$. Show that exactly one matrix $F$ is symmetric, satisfies $B^TFB=H$, and equals $A^THA$ for every right inverse $A$.

Setting all masses to one in (b) gives the right inverse $A_0=B^T(BB^T)^{-1}$. Put $F=A_0^THA_0$.

- It is symmetric, since $F^T=A_0^TH^TA_0=F$.
- It satisfies $B^TFB=H$ by (d).
- For any other right inverse $A$, (e) gives $A^THA=A^T(B^TFB)A=F$.

A second matrix with these properties would also have to equal $A_0^THA_0$, so $F$ is unique. In Lean, `∃!` states existence and uniqueness for the three properties together.

In the limiting case of as many internal as Cartesian coordinates, $B$ is invertible and its kernel contains only zero. The condition on $H$ is then empty, the only right inverse is $B^{-1}$, and $F=(B^{-1})^THB^{-1}$.

```lean
/-- **Hessian transformation.** For independent internal coordinates and a symmetric Hessian
vanishing on the kernel of `B`, a single symmetric matrix `F` satisfies `Bᵀ F B = H` and
equals `Aᵀ H A` for every right inverse `A` of `B`. -/
theorem hessian_transformation (B : Matrix m n ℝ) (H : Matrix n n ℝ)
    (hB : LinearIndependent ℝ (fun i => B i)) (hs : H.IsSymm)
    (hker : ∀ x, B *ᵥ x = 0 → H *ᵥ x = 0) :
    ∃! F : Matrix m m ℝ, F.IsSymm ∧ Bᵀ * F * B = H ∧
      ∀ A : Matrix n m ℝ, B * A = 1 → forceConstants A H = F := by
  -- unit masses supply one right inverse
  have hA := mul_massInverse (fun _ => 1) (fun _ => one_pos) B hB
  have hF := hessian_reconstruction B _ H hA hs hker
  refine ⟨forceConstants (massInverse (fun _ => 1) B) H, ⟨?_, hF, ?_⟩, ?_⟩
  · unfold Matrix.IsSymm forceConstants
    simp only [Matrix.transpose_mul, Matrix.transpose_transpose, hs.eq, Matrix.mul_assoc]
  · intro A hA'
    have h := forceConstants_of_factorization B A
      (forceConstants (massInverse (fun _ => 1) B) H) hA'
    rwa [hF] at h
  · rintro F ⟨_, _, h⟩
    exact (h _ hA).symm
```

## (g) Changing the masses leaves the force constants alone

Let $B$ and $H$ be as in (f). Show that two sets of positive masses, $\mu$ and $\nu$, give the same internal force constants.

By (b), both mass-weighted inverses are right inverses of $B$. By (f), both give the same $F$.

The same $H$ stands on both sides of the statement. Physically, this is the Born–Oppenheimer picture, in which isotopic substitution leaves the potential energy surface unchanged. Within the harmonic model, isotopic shifts then enter through $G$ and not through $F$.

In a vibrational analysis of an isolated molecule at a stationary point, with a complete and non-redundant set of internal coordinates, a program can therefore take the Cartesian Hessian from an electronic-structure calculation, form $A$ with unit masses, and use the resulting $F$ for every isotopologue. The residual $B^TFB-H$ is a useful diagnostic, because numerical noise in the translational and rotational part of $H$ shows up there. Away from a stationary point, the term $\sum_i g_i\nabla^2q_i$, with $q_i$ the internal coordinates and $g_i=\partial V/\partial q_i$ the internal gradient of the potential $V$, has to be subtracted from the Cartesian Hessian first.

```lean
/-- For independent internal coordinates and a symmetric Hessian vanishing on the kernel of `B`, the
mass-weighted inverses for two sets of positive masses give the same internal force constants. -/
theorem forceConstants_mass_independent (B : Matrix m n ℝ) (H : Matrix n n ℝ)
    (hB : LinearIndependent ℝ (fun i => B i)) (hs : H.IsSymm)
    (hker : ∀ x, B *ᵥ x = 0 → H *ᵥ x = 0) (μ ν : n → ℝ)
    (hμ : ∀ j, 0 < μ j) (hν : ∀ j, 0 < ν j) :
    forceConstants (massInverse μ B) H = forceConstants (massInverse ν B) H := by
  obtain ⟨F, ⟨_, _, h⟩, _⟩ := hessian_transformation B H hB hs hker
  rw [h _ (mul_massInverse μ hμ B hB), h _ (mul_massInverse ν hν B hB)]
```

## (h) Which Hessians come from internal force constants

Let $B$ have independent rows and let $H$ be symmetric. Show that $H=B^TFB$ for some $F$ exactly when $H$ vanishes on the kernel of $B$.

If $H=B^TFB$ and $Bx=0$, then $Hx=B^TF(Bx)=0$. The other direction is supplied by (f).

```lean
/-- For independent internal coordinates, a symmetric Cartesian Hessian comes from internal force
constants exactly when it vanishes on all displacements that leave the internal coordinates fixed.
-/
theorem factorization_iff (B : Matrix m n ℝ) (H : Matrix n n ℝ)
    (hB : LinearIndependent ℝ (fun i => B i)) (hs : H.IsSymm) :
    (∃ F : Matrix m m ℝ, Bᵀ * F * B = H) ↔ ∀ x, B *ᵥ x = 0 → H *ᵥ x = 0 := by
  constructor
  · rintro ⟨F, hF⟩ x hx
    rw [← hF, ← Matrix.mulVec_mulVec, hx, Matrix.mulVec_zero]
  · intro hker
    obtain ⟨F, ⟨_, hF, _⟩, _⟩ := hessian_transformation B H hB hs hker
    exact ⟨F, hF⟩
```

## (i) A diatomic spring

Two atoms on a line are displaced by $x_1,x_2$ from their equilibrium positions. The single internal coordinate is the bond stretch $x_2-x_1$, so $B=(-1,\;1)$. Lean numbers the two atoms 0 and 1.

```lean
/-- The B matrix of the bond stretch `x₂ - x₁` of two atoms on a line. -/
def bondB : Matrix (Fin 1) (Fin 2) ℝ := !![-1, 1]
```

The energy is $\tfrac12k(x_2-x_1)^2$. Show that every right inverse gives the force constant $k$.

The Hessian is

$$H=\begin{pmatrix}k&-k\\-k&k\end{pmatrix}=B^T(k)B .$$

A right inverse is a column $A=(a_1,a_2)^T$ with $a_2-a_1=1$, and so $A^THA=k(a_2-a_1)^2=k$. The Lean proof checks the factorization entry by entry and then applies (e).

```lean
/-- For two atoms on a line joined by a spring `k`, every right inverse of the bond-stretch
B matrix gives the internal force constant `k`. -/
theorem diatomic_forceConstant (k : ℝ) (A : Matrix (Fin 2) (Fin 1) ℝ)
    (hA : bondB * A = 1) : forceConstants A !![k, -k; -k, k] = !![k] := by
  have h : bondBᵀ * !![k] * bondB = !![k, -k; -k, k] := by
    ext i j
    fin_cases i <;> fin_cases j <;> simp [bondB, Matrix.mul_apply]
  rw [← h]
  exact forceConstants_of_factorization bondB A _ hA
```

## (j) An atom tied to the laboratory

Replace the bond by a unit spring between the first atom and a fixed point, with energy $\tfrac12x_1^2$. Show that two right inverses now disagree.

The Hessian is $H=\mathrm{diag}(1,0)$. The translation $(1,1)^T$ lies in the kernel of $B$, but $H(1,1)^T=(1,0)^T\neq0$, so the kernel condition fails. Both $(0,1)^T$ and $(-1,0)^T$ are right inverses of $B$. Since $A^THA=a_1^2$, they give $0$ and $1$.

These two columns are limits of the mass-weighted inverse, which for masses $\mu_1,\mu_2$ is

$$A=\frac{1}{\mu_1+\mu_2}\begin{pmatrix}-\mu_2\\ \mu_1\end{pmatrix}.$$

The first is approached as $\mu_1\to\infty$, the second as $\mu_2\to\infty$. In between, the apparent force constant is $\mu_2^2/(\mu_1+\mu_2)^2$, which depends on the masses.

The Lean statement covers the two columns and their values, and its proof computes all entries directly.

```lean
/-- When the first atom is instead tied to a fixed point by a unit spring, two right inverses
of the bond-stretch B matrix give the different values 0 and 1. -/
theorem pinned_atom_ambiguous :
    bondB * (!![0; 1] : Matrix (Fin 2) (Fin 1) ℝ) = 1 ∧
      bondB * (!![-1; 0] : Matrix (Fin 2) (Fin 1) ℝ) = 1 ∧
      forceConstants !![0; 1] !![1, 0; 0, 0] = (!![0] : Matrix (Fin 1) (Fin 1) ℝ) ∧
      forceConstants !![-1; 0] !![1, 0; 0, 0] = (!![1] : Matrix (Fin 1) (Fin 1) ℝ) := by
  refine ⟨?_, ?_, ?_, ?_⟩ <;> ext i j <;> fin_cases i <;> fin_cases j <;>
    simp [bondB, forceConstants, Matrix.mul_apply, Fin.sum_univ_succ]

end

end WilsonHessian
```

```lean
#print axioms WilsonHessian.forceConstants_mass_independent
#print axioms WilsonHessian.factorization_iff
#print axioms WilsonHessian.diatomic_forceConstant
#print axioms WilsonHessian.pinned_atom_ambiguous
```

```
'WilsonHessian.forceConstants_mass_independent' depends on axioms: [propext, Classical.choice, Quot.sound]
'WilsonHessian.factorization_iff' depends on axioms: [propext, Classical.choice, Quot.sound]
'WilsonHessian.diatomic_forceConstant' depends on axioms: [propext, Classical.choice, Quot.sound]
'WilsonHessian.pinned_atom_ambiguous' depends on axioms: [propext, Classical.choice, Quot.sound]
```
